# For $k>0$, the linear $T\times t_2$ Jahn–Teller energy has minimum $-2V^2/(3k)$

## One distortion mixing two orbitals

Take two degenerate orbitals with real amplitudes $u_0,u_1$, where $u_0^2+u_1^2=1$, and a single distortion $x$ that mixes them. The distortion costs the elastic energy $kx^2/2$, with force constant $k>0$, and contributes an off-diagonal matrix element $-Vx$, where $V$ is the vibronic coupling constant. The energy is

$$
\frac{k}{2}x^2-2Vx\,u_0u_1
=\frac{k}{2}\Bigl(x-\frac{2V}{k}u_0u_1\Bigr)^2-\frac{2V^2}{k}u_0^2u_1^2 .
$$

For a fixed electronic state, the lattice relaxes to $x=2Vu_0u_1/k$. The energy gained still depends on the state. Since $u_0^2u_1^2=\tfrac14-\tfrac14(u_0^2-u_1^2)^2$, it is largest at equal populations, where the energy is $-V^2/(2k)$. The triplet works the same way, with three distortions and a deeper minimum.

## Three orbitals and the trigonal wells

The electronic state is now a real unit vector $u=(u_0,u_1,u_2)$, and the $t_2$ distortion is $q=(q_0,q_1,q_2)$. The vibronic Hamiltonian is

$$
H(q)=\begin{pmatrix}
\tfrac k2|q|^2&-Vq_2&-Vq_1\\
-Vq_2&\tfrac k2|q|^2&-Vq_0\\
-Vq_1&-Vq_0&\tfrac k2|q|^2
\end{pmatrix}.
$$

The claim is that for $k>0$ the energy $E(q,u)=u^{T}H(q)u$ is never below $-2V^2/(3k)$, and that this value is reached.

In the expectation value, each off-diagonal element occurs twice, and the diagonal is multiplied by $|u|^2=1$:

$$
E(q,u)=\frac k2|q|^2-2V(q_0u_1u_2+q_1u_0u_2+q_2u_0u_1).
$$

Define the equilibrium distortion of the state $u$ by $d(u)=\frac{2V}{k}(u_1u_2,\,u_0u_2,\,u_0u_1)$. The coupling term is then $-k\,q\cdot d(u)$, and completing the square gives

$$
E=\frac k2|q-d(u)|^2-\frac{2V^2}{k}Q,\qquad
Q=u_1^2u_2^2+u_0^2u_2^2+u_0^2u_1^2 .
$$

To bound $Q$, introduce the sum of squared population differences,

$$
W=(u_0^2-u_1^2)^2+(u_1^2-u_2^2)^2+(u_0^2-u_2^2)^2
=2(u_0^4+u_1^4+u_2^4)-2Q .
$$

Hence $Q+W/6=\tfrac13(u_0^4+u_1^4+u_2^4+2Q)=\tfrac13(u_0^2+u_1^2+u_2^2)^2=\tfrac13$. Substituting $Q=\tfrac13-W/6$ yields

$$
E=-\frac{2V^2}{3k}+\frac k2|q-d(u)|^2+\frac{V^2}{3k}W .
$$

For $k>0$ the last two terms are nonnegative, which proves the bound. If also $V\neq0$, equality requires $W=0$ and $q=d(u)$. Normalisation then gives $u_i^2=1/3$ for each $i$. The states $u$ and $-u$ have the same distortion, so the eight sign choices describe four trigonal wells. One of them has $u=(1,1,1)/\sqrt3$ and $q=\frac{2V}{3k}(1,1,1)$.

The bound passes to the eigenvalues of $H(q)$, because a normalised eigenvector has its eigenvalue as expectation value. At the wells the eigenvector can be checked directly. Let $s_i=\pm1$, $c=2V/(3k)$ and $q=c(s_1s_2,s_0s_2,s_0s_1)$. Then $|q|^2=3c^2$, and the first component of $H(q)s$ is

$$
\Bigl(\frac{3kc^2}{2}-2Vc\Bigr)s_0=-Vc\,s_0=-\frac{2V^2}{3k}s_0,
$$

where $kc=2V/3$ was used. The other components follow in the same way, and the normalised state is $s/\sqrt3$.

In this linear model with classical nuclei, $2V^2/(3k)$ is the static Jahn–Teller stabilisation energy of an orbital triplet, measured from the undistorted configuration.

## The Hamiltonian and its energy in Lean

```lean
import Mathlib

open Matrix

namespace JahnTellerTt2

noncomputable section
```

Both the electronic state and the distortion have type `Fin 3 → ℝ`, with components numbered 0, 1, 2. The dot product is written `⬝ᵥ`, and `*ᵥ` applies a matrix to a vector.

```lean
/-- The linear T x t2 vibronic Hamiltonian at distortion `q`, with force constant `k` and
coupling `V`: elastic energy on the diagonal, linear coupling off the diagonal. -/
def vibronic (k V : ℝ) (q : Fin 3 → ℝ) : Matrix (Fin 3) (Fin 3) ℝ :=
  !![k / 2 * (q ⬝ᵥ q), -(V * q 2), -(V * q 1);
     -(V * q 2), k / 2 * (q ⬝ᵥ q), -(V * q 0);
     -(V * q 1), -(V * q 0), k / 2 * (q ⬝ᵥ q)]
```

The definition fixes the physics of the model. One force constant `k` serves all three modes, and `V` is the strength with which a distortion mixes two orbitals. With the minus sign in front of `V`, a positive coupling puts the well of $(1,1,1)/\sqrt3$ at positive $q_i$. The matrix leaves out $e$ modes, quadratic coupling, anharmonicity, spin–orbit coupling and the kinetic energy of the nuclei.

```lean
/-- The quadratic form `uᵀ H(q) u` of the vibronic Hamiltonian. For a normalised real electronic
state `u` it is the expectation value of the energy. -/
def energy (k V : ℝ) (q u : Fin 3 → ℝ) : ℝ := u ⬝ᵥ (vibronic k V q *ᵥ u)
```

The definition is the quadratic form $u^{T}H(q)u$, and the trilinear coupling formula is derived from it below. The theorems about the energy of a general state `u` assume the normalisation `u ⬝ᵥ u = 1`.

```lean
/-- For `k ≠ 0` and a normalised electronic state `u`, the distortion at which the elastic force
balances the vibronic force. -/
def eqDistortion (k V : ℝ) (u : Fin 3 → ℝ) : Fin 3 → ℝ :=
  ![2 * V / k * (u 1 * u 2), 2 * V / k * (u 0 * u 2), 2 * V / k * (u 0 * u 1)]
```

This is $d(u)$, the distortion at which the gradient of the energy with respect to $q$ vanishes for a fixed normalised state.

## From the expectation value to nonnegative excess energies

```lean
/-- A normalised real electronic state has squared components that add up to one. -/
lemma sum_sq_eq_one {u : Fin 3 → ℝ} (hu : u ⬝ᵥ u = 1) :
    u 0 ^ 2 + u 1 ^ 2 + u 2 ^ 2 = 1 := by
  simp only [dotProduct, Fin.sum_univ_three] at hu
  linear_combination hu
```

The lemma rewrites normalisation as a statement about the three orbital populations.

```lean
/-- In a normalised electronic state the energy is the elastic energy minus a coupling that is
linear in the distortion and quadratic in the electronic amplitudes. -/
theorem energy_eq (k V : ℝ) (q : Fin 3 → ℝ) {u : Fin 3 → ℝ} (hu : u ⬝ᵥ u = 1) :
    energy k V q u = k * (q ⬝ᵥ q) / 2
      - 2 * V * (q 0 * u 1 * u 2 + q 1 * u 0 * u 2 + q 2 * u 0 * u 1) := by
  have h := sum_sq_eq_one hu
  simp [energy, vibronic, Matrix.mulVec, dotProduct, Fin.sum_univ_three]
  linear_combination (k / 2 * (q 0 * q 0 + q 1 * q 1 + q 2 * q 2)) * h
```

`energy_eq` is the expanded expectation value. After `simp` has written out the matrix product, the two sides differ only by the factor $|u|^2$ on the elastic energy. The `linear_combination` step removes it by multiplying the normalisation equation by $k|q|^2/2$.

```lean
/-- For `k ≠ 0` and a normalised electronic state, the energy is `k/2` times the squared distance
from the equilibrium distortion, minus `2V²/k` times a quartic in the electronic amplitudes. -/
theorem energy_complete_square {k : ℝ} (hk : k ≠ 0) (V : ℝ) (q : Fin 3 → ℝ)
    {u : Fin 3 → ℝ} (hu : u ⬝ᵥ u = 1) :
    energy k V q u =
      k / 2 * ((q - eqDistortion k V u) ⬝ᵥ (q - eqDistortion k V u))
      - 2 * V ^ 2 / k * (u 1 ^ 2 * u 2 ^ 2 + u 0 ^ 2 * u 2 ^ 2 + u 0 ^ 2 * u 1 ^ 2) := by
  have hc : k * (2 * V / k) = 2 * V := by field_simp
  rw [energy_eq k V q hu]
  simp [eqDistortion, dotProduct, Fin.sum_univ_three]
  linear_combination (q 0 * u 1 * u 2 + q 1 * u 0 * u 2 + q 2 * u 0 * u 1
    - (2 * V / k) / 2 *
      (u 1 ^ 2 * u 2 ^ 2 + u 0 ^ 2 * u 2 ^ 2 + u 0 ^ 2 * u 1 ^ 2)) * hc
```

This is the completed square. The equation `hc`, $k\cdot(2V/k)=2V$, is where `k ≠ 0` is used. The remaining difference between the two sides is a polynomial multiple of that equation.

```lean
/-- For `k ≠ 0` and a normalised electronic state, the energy is `-2V²/(3k)` plus a term
quadratic in the displacement from equilibrium and a term quadratic in the differences of the
orbital populations. -/
theorem energy_decomposition {k : ℝ} (hk : k ≠ 0) (V : ℝ) (q : Fin 3 → ℝ)
    {u : Fin 3 → ℝ} (hu : u ⬝ᵥ u = 1) :
    energy k V q u = -(2 * V ^ 2 / (3 * k))
      + k / 2 * ((q - eqDistortion k V u) ⬝ᵥ (q - eqDistortion k V u))
      + V ^ 2 / (3 * k) * ((u 0 ^ 2 - u 1 ^ 2) ^ 2 + (u 1 ^ 2 - u 2 ^ 2) ^ 2
        + (u 0 ^ 2 - u 2 ^ 2) ^ 2) := by
  -- normalisation turns the quartic into 1/3 minus a sum of squares
  have hS : u 1 ^ 2 * u 2 ^ 2 + u 0 ^ 2 * u 2 ^ 2 + u 0 ^ 2 * u 1 ^ 2 =
      1 / 3 - ((u 0 ^ 2 - u 1 ^ 2) ^ 2 + (u 1 ^ 2 - u 2 ^ 2) ^ 2
        + (u 0 ^ 2 - u 2 ^ 2) ^ 2) / 6 := by
    linear_combination ((u 0 ^ 2 + u 1 ^ 2 + u 2 ^ 2 + 1) / 3) * sum_sq_eq_one hu
  rw [energy_complete_square hk V q hu, hS]
  ring
```

Inside this proof, `hS` is the identity $Q=\tfrac13-W/6$. Its coefficient comes from factoring $(S^2-1)/3=\frac{S+1}{3}(S-1)$, where $S=u_0^2+u_1^2+u_2^2$. Inserting `hS` into the completed square gives the decomposition derived above. It is an identity for either sign of $k$.

## The bound and the states that reach it

```lean
/-- For `k > 0`, no distortion and no normalised real electronic state has an energy below
`-2V²/(3k)`. -/
theorem energy_ge {k : ℝ} (hk : 0 < k) (V : ℝ) (q : Fin 3 → ℝ)
    {u : Fin 3 → ℝ} (hu : u ⬝ᵥ u = 1) :
    -(2 * V ^ 2 / (3 * k)) ≤ energy k V q u := by
  have hD : 0 ≤ (q - eqDistortion k V u) ⬝ᵥ (q - eqDistortion k V u) :=
    Finset.sum_nonneg fun i _ => mul_self_nonneg _
  rw [energy_decomposition hk.ne' V q hu, add_assoc]
  exact le_add_of_nonneg_right (by positivity)
```

`energy_ge` states the bound for every distortion and every normalised real state. The positive force constant now matters: it makes both excess terms nonnegative. `hD` supplies $|q-d(u)|^2\ge0$, and `positivity` handles the rest.

```lean
/-- For `k > 0` and `V ≠ 0`, a normalised real state attains the energy `-2V²/(3k)` exactly when
its three orbitals are equally populated and the distortion is the equilibrium one. -/
theorem energy_eq_min_iff {k V : ℝ} (hk : 0 < k) (hV : V ≠ 0) (q : Fin 3 → ℝ)
    {u : Fin 3 → ℝ} (hu : u ⬝ᵥ u = 1) :
    energy k V q u = -(2 * V ^ 2 / (3 * k)) ↔
      (∀ i, u i ^ 2 = 1 / 3) ∧ q = eqDistortion k V u := by
  constructor
  · intro hE
    rw [energy_decomposition hk.ne' V q hu] at hE
    have hD : 0 ≤ (q - eqDistortion k V u) ⬝ᵥ (q - eqDistortion k V u) :=
      Finset.sum_nonneg fun i _ => mul_self_nonneg _
    have hp : 0 < V ^ 2 / (3 * k) := by positivity
    have hkD := mul_nonneg (half_pos hk).le hD
    have a := sq_nonneg (u 0 ^ 2 - u 1 ^ 2)
    have b := sq_nonneg (u 1 ^ 2 - u 2 ^ 2)
    have c := sq_nonneg (u 0 ^ 2 - u 2 ^ 2)
    have hpW := mul_nonneg hp.le (add_nonneg (add_nonneg a b) c)
    -- both nonnegative excess energies vanish
    have hD0 := (mul_eq_zero.mp (le_antisymm (by linarith) hkD)).resolve_left (half_pos hk).ne'
    have hW0 := (mul_eq_zero.mp (le_antisymm (by linarith) hpW)).resolve_left hp.ne'
    have h01 : u 0 ^ 2 - u 1 ^ 2 = 0 :=
      (pow_eq_zero_iff two_ne_zero).mp (le_antisymm (by linarith) a)
    have h12 : u 1 ^ 2 - u 2 ^ 2 = 0 :=
      (pow_eq_zero_iff two_ne_zero).mp (le_antisymm (by linarith) b)
    have h := sum_sq_eq_one hu
    have h0 : u 0 ^ 2 = 1 / 3 := by linarith
    have h1 : u 1 ^ 2 = 1 / 3 := by linarith
    have h2 : u 2 ^ 2 = 1 / 3 := by linarith
    refine ⟨fun i => ?_, sub_eq_zero.mp (dotProduct_self_eq_zero.mp hD0)⟩
    fin_cases i
    exacts [h0, h1, h2]
  · rintro ⟨h, rfl⟩
    rw [energy_decomposition hk.ne' V _ hu, h 0, h 1, h 2]
    simp
```

The equality theorem is an equivalence. From left to right, the two excess energies are nonnegative and sum to zero, so each vanishes (`hD0` and `hW0`). The second gives equal populations, and normalisation makes each of them $1/3$. The first gives $q=d(u)$. From right to left, substitution into the decomposition suffices. The hypothesis `V ≠ 0` serves the first direction: at $V=0$ and $q=0$, every normalised state has energy zero, whatever its populations.

```lean
/-- For `k ≠ 0`, the state `(1,1,1)/√3` at the distortion `(2V/3k)(1,1,1)` has the energy
`-2V²/(3k)`. -/
theorem energy_trigonal {k : ℝ} (hk : k ≠ 0) (V : ℝ) :
    energy k V (fun _ => 2 * V / (3 * k)) (fun _ => 1 / √3) = -(2 * V ^ 2 / (3 * k)) := by
  have hr : (1 / √3) ^ 2 = (1 / 3 : ℝ) := by
    rw [div_pow, Real.sq_sqrt (by norm_num)]
    norm_num
  have hc : k * (2 * V / (3 * k)) = 2 * V / 3 := by field_simp
  generalize 1 / √3 = r at hr ⊢
  have hu : (fun _ : Fin 3 => r) ⬝ᵥ (fun _ => r) = 1 := by
    simp only [dotProduct, Fin.sum_univ_three]
    linear_combination 3 * hr
  rw [energy_eq k V _ hu]
  simp only [dotProduct, Fin.sum_univ_three]
  linear_combination (3 * (2 * V / (3 * k)) / 2) * hc - 6 * V * (2 * V / (3 * k)) * hr
```

Here the two constant functions are the vectors $\frac{2V}{3k}(1,1,1)$ and $(1,1,1)/\sqrt3$. The proof replaces $1/\sqrt3$ by a number `r` of which only $r^2=1/3$ is kept, then evaluates the trilinear formula. The theorem assumes `k ≠ 0` and not `k > 0`, since it only computes an energy; for $k>0$, `energy_ge` identifies that energy as the minimum.

## Eigenvalues of the vibronic matrix

```lean
/-- For `k > 0`, every eigenvalue of the vibronic Hamiltonian, at any distortion, is at least
`-2V²/(3k)`. -/
theorem eigenvalue_ge {k : ℝ} (hk : 0 < k) (V E : ℝ) (q : Fin 3 → ℝ) {u : Fin 3 → ℝ}
    (hu : u ≠ 0) (h : vibronic k V q *ᵥ u = E • u) : -(2 * V ^ 2 / (3 * k)) ≤ E := by
  have hn : 0 ≤ u ⬝ᵥ u := Finset.sum_nonneg fun i _ => mul_self_nonneg _
  have hpos : 0 < u ⬝ᵥ u := lt_of_le_of_ne hn (Ne.symm (mt dotProduct_self_eq_zero.mp hu))
  -- normalise the eigenvector
  obtain ⟨r, hr⟩ : ∃ r : ℝ, r * (r * (u ⬝ᵥ u)) = 1 := by
    have hs := Real.mul_self_sqrt hn
    have hs0 := (Real.sqrt_pos.mpr hpos).ne'
    refine ⟨(√(u ⬝ᵥ u))⁻¹, ?_⟩
    calc (√(u ⬝ᵥ u))⁻¹ * ((√(u ⬝ᵥ u))⁻¹ * (u ⬝ᵥ u))
        = (√(u ⬝ᵥ u))⁻¹ * ((√(u ⬝ᵥ u))⁻¹ * (√(u ⬝ᵥ u) * √(u ⬝ᵥ u))) := by rw [hs]
      _ = 1 := by field_simp
  have hw : (r • u) ⬝ᵥ (r • u) = 1 := by
    rw [smul_dotProduct, dotProduct_smul, smul_eq_mul, smul_eq_mul, hr]
  have hE : energy k V q (r • u) = E := by
    simp only [energy, Matrix.mulVec_smul, h, smul_dotProduct, dotProduct_smul, smul_eq_mul]
    linear_combination E * hr
  exact hE ▸ energy_ge hk V q hw
```

The hypotheses say that `u` is a nonzero real eigenvector with eigenvalue `E`. The proof rescales it by $r=1/\sqrt{u\cdot u}$, shows in `hE` that the rescaled state has energy `E`, and applies `energy_ge`. The restriction to real vectors loses no eigenvalue, because $H(q)$ is a real symmetric matrix.

```lean
/-- For `k ≠ 0` and any signs `s i = ±1`, the vector `s` is an eigenvector of the vibronic
Hamiltonian at the distortion `(2V/3k)(s₁s₂, s₀s₂, s₀s₁)`, with eigenvalue `-2V²/(3k)`. -/
theorem trigonal_eigenvector {k : ℝ} (hk : k ≠ 0) (V : ℝ) {s : Fin 3 → ℝ}
    (hs : ∀ i, s i ^ 2 = 1) :
    vibronic k V ((2 * V / (3 * k)) • ![s 1 * s 2, s 0 * s 2, s 0 * s 1]) *ᵥ s =
      (-(2 * V ^ 2 / (3 * k))) • s := by
  have hP : s 1 ^ 2 * s 2 ^ 2 + s 0 ^ 2 * s 2 ^ 2 + s 0 ^ 2 * s 1 ^ 2 = 3 := by
    rw [hs 0, hs 1, hs 2]
    norm_num
  have key : ∀ c : ℝ, k * c = 2 * V / 3 →
      vibronic k V (c • ![s 1 * s 2, s 0 * s 2, s 0 * s 1]) *ᵥ s = (-(V * c)) • s := by
    intro c hc
    ext i
    fin_cases i <;> simp [vibronic, Matrix.mulVec, dotProduct, Fin.sum_univ_three]
    · linear_combination (k * c ^ 2 / 2 * s 0) * hP + (3 / 2 * c * s 0) * hc
        - V * c * s 0 * hs 1 - V * c * s 0 * hs 2
    · linear_combination (k * c ^ 2 / 2 * s 1) * hP + (3 / 2 * c * s 1) * hc
        - V * c * s 1 * hs 0 - V * c * s 1 * hs 2
    · linear_combination (k * c ^ 2 / 2 * s 2) * hP + (3 / 2 * c * s 2) * hc
        - V * c * s 2 * hs 0 - V * c * s 2 * hs 1
  have e : -(2 * V ^ 2 / (3 * k)) = -(V * (2 * V / (3 * k))) := by ring
  rw [e]
  exact key _ (by field_simp)

end

end JahnTellerTt2
```

The condition `s i ^ 2 = 1` encodes the signs $s_i=\pm1$. The vector `s` has length $\sqrt3$, which does not affect an eigenvalue equation. The auxiliary statement `key` treats any `c` with $kc=2V/3$ and checks the three components as in the calculation by hand: `hP` gives $|q|^2=3c^2$, and the sign conditions simplify the coupling terms. For $k>0$, this theorem and `eigenvalue_ge` together show that $-2V^2/(3k)$ is the lowest eigenvalue at each of these distortions, and that no other distortion has a lower one.

```lean
#print axioms JahnTellerTt2.energy_eq_min_iff
-- 'JahnTellerTt2.energy_eq_min_iff' depends on axioms: [propext, Classical.choice, Quot.sound]
#print axioms JahnTellerTt2.energy_trigonal
-- 'JahnTellerTt2.energy_trigonal' depends on axioms: [propext, Classical.choice, Quot.sound]
#print axioms JahnTellerTt2.eigenvalue_ge
-- 'JahnTellerTt2.eigenvalue_ge' depends on axioms: [propext, Classical.choice, Quot.sound]
#print axioms JahnTellerTt2.trigonal_eigenvector
-- 'JahnTellerTt2.trigonal_eigenvector' depends on axioms: [propext, Classical.choice, Quot.sound]
```
